# Concentric Uniformly Charged Shells Have Zero Quartic Cubic-Harmonic Moment

Suppose a supercell code reports an energy contribution that scales as L⁻⁵ for a charged test density in a cubic cell of side L. If the correct coefficient is unknown, a real effect of the density's shape can be mistaken for a misplaced part of the charge or an error in the correction routine. For charge arranged in concentric uniform shells the coefficient is known: it is zero, whatever the charges and radii.

## The average of K4 over a sphere is its value at the centre

Let r = (x, y, z) have its components along the cubic axes, and write r² = x² + y² + z². Define the quartic cubic harmonic

K4(r) = x⁴ + y⁴ + z⁴ − (3/5) r⁴.

Let n(θ,φ) = (sin θ cos φ, sin θ sin φ, cos θ) be the unit vector with polar angle θ and azimuth φ, and let ⟨·⟩ denote the average over directions with weight sin θ/(4π). For every point u and every real s,

⟨K4(u + s n)⟩ = K4(u).

Now take two uniform shells with centres R and R′. Averaging over a point r on the first and a point r′ on the second gives

⟨⟨K4(r − r′)⟩⟩ = K4(R − R′).

The radii have disappeared. If the centres coincide, the result is K4(0) = 0.

## Where the L⁻⁵ term enters a supercell code

Consider the potential of a periodic unit point charge with a uniform neutralising background. Near the charge, subtract the 1/r part and the r² part produced by the background. What remains satisfies Laplace's equation and has cubic symmetry. Its first non-constant term is therefore a multiple of K4, and scaling with the cell size gives it the factor L⁻⁵. The number 3/5 is what makes K4 harmonic: the Laplacian of x⁴ + y⁴ + z⁴ is 12r², and that of r⁴ is 20r².

For shells with charges qᵢ, define the quartic moment

M₄ = Σᵢ Σⱼ qᵢ qⱼ ⟨⟨K4(r − r′)⟩⟩ᵢⱼ,

where r lies on shell i and r′ on shell j. The corresponding energy is

E₅ = C M₄ / (2L⁵),

with C a constant of the cubic lattice. The factor 1/2 compensates for the double sum, which counts each pair twice.

A code relies on the identity when it omits E₅ for a spherical model charge, or when it uses such a charge to check a routine that evaluates E₅. In charged-defect calculations this settles the quartic density term for a fixed classical charge made of finitely many concentric shells in a cubic cell; it does not settle the whole finite-size error. The L⁻³ term, which involves |r − r′|², generally survives for the same charge.

## From circles of latitude to pairs of shells

Write u = (a, b, c). At fixed θ, the point u + s n runs around a horizontal circle of radius p = s sin θ at height w = c + s cos θ:

x = a + p cos φ, y = b + p sin φ, z = w.

Over a full turn, cos²φ and sin²φ average to 1/2, cos⁴φ and sin⁴φ to 3/8, and sin φ cos φ and all odd powers to zero. Hence the average of x⁴ + y⁴ + z⁴ is

a⁴ + b⁴ + w⁴ + 3(a² + b²)p² + (3/4)p⁴.

Put A = a² + b² + w². Then r² = A + p² + 2p(a cos φ + b sin φ), and the average of r⁴ is

(A + p²)² + 2(a² + b²)p².

Subtracting 3/5 of the second from the first gives the circle average

K4(a,b,w) + [(3/5)(a² + b²) − (6/5)w²]p² + (3/20)p⁴.

For the polar angle, set t = cos θ. The remaining average is half the integral over t from −1 to 1, so t and t³ average to zero, t² to 1/3 and t⁴ to 1/5. With g = a² + b²,

K4(a,b,w) = a⁴ + b⁴ − (3/5)g² − (6/5)g w² + (2/5)w⁴.

Since w = c + st, the average of w² is c² + s²/3 and that of w⁴ is c⁴ + 2c²s² + s⁴/5. The first term of the circle average therefore contributes

K4(a,b,c) − (2/5)g s² + (4/5)c²s² + (2/25)s⁴.

Since p² = s²(1 − t²), the averages of p², w²p² and p⁴ are (2/3)s², (2/3)c²s² + (2/15)s⁴ and (8/15)s⁴. The other terms contribute

(2/5)g s² − (4/5)c²s² − (4/25)s⁴ + (2/25)s⁴.

Everything that depends on s cancels, leaving K4(a,b,c) = K4(u).

For two shells, let a and b now denote the radii, as they do in the Lean definition of the shell average. Then

r − r′ = (R − R′) + a n − b n′.

At fixed n, averaging over n′ applies the identity with s = −b and leaves K4((R − R′) + a n). Averaging over n applies it again with s = a and leaves K4(R − R′).

In the smallest case, s = 0, the sphere is a single point and the identity reads K4(u) = K4(u). Correspondingly, a shell of radius zero is a point charge, so a nucleus at the common centre is included.

For a numerical instance, place charges 1 and 2 on shells centred at (0,0,0) and (1,0,0). Each self term is zero. Each of the two cross terms is 1 · 2 · K4(1,0,0) = 2 · (1 − 3/5) = 4/5, so M₄ = 8/5 for any radii. Moving the second shell back to the origin makes M₄ zero.

## Lean source for the averages and moments

```lean
import Mathlib

open Real

namespace MakovPayneQuartic

noncomputable section

/-- The quartic cubic harmonic `x⁴ + y⁴ + z⁴ - (3/5) r⁴`. -/
def K4 (u : Fin 3 → ℝ) : ℝ :=
  u 0 ^ 4 + u 1 ^ 4 + u 2 ^ 4 - 3 / 5 * (u 0 ^ 2 + u 1 ^ 2 + u 2 ^ 2) ^ 2

/-- The unit vector with polar angle `θ` and azimuth `φ`. -/
def unitDir (θ φ : ℝ) : Fin 3 → ℝ := ![sin θ * cos φ, sin θ * sin φ, cos θ]

/-- The average of `f` over all directions, with weight `sin θ / (4π)`. -/
def sphereAvg (f : (Fin 3 → ℝ) → ℝ) : ℝ :=
  1 / (4 * π) * ∫ θ in (0 : ℝ)..π, ∫ φ in (0 : ℝ)..(2 * π), f (unitDir θ φ) * sin θ

/-- The average of `K4 (r - r')` with `r` on the shell of centre `R` and radius `a`,
and `r'` on the shell of centre `R'` and radius `b`. -/
def shellAvg (R R' : Fin 3 → ℝ) (a b : ℝ) : ℝ :=
  sphereAvg fun n => sphereAvg fun n' => K4 ((R + a • n) - (R' + b • n'))

/-- The quartic moment of a family of uniformly charged shells with charges `q`, centres `R` and
radii `a`: the sum over all ordered pairs of shells, each shell with itself included, of the product
of their charges and the average of `K4 (r - r')`. -/
def quarticMoment {ι : Type*} [Fintype ι] (q : ι → ℝ) (R : ι → Fin 3 → ℝ) (a : ι → ℝ) : ℝ :=
  ∑ i, ∑ j, q i * q j * shellAvg (R i) (R j) (a i) (a j)

/-- `K4` written in Cartesian components. -/
lemma K4_vec (x y z : ℝ) :
    K4 ![x, y, z] = x ^ 4 + y ^ 4 + z ^ 4 - 3 / 5 * (x ^ 2 + y ^ 2 + z ^ 2) ^ 2 := rfl

/-- `K4` at a point of the sphere of radius `s` about `u`, in components. -/
lemma K4_shift (u : Fin 3 → ℝ) (s θ φ : ℝ) :
    K4 (u + s • unitDir θ φ) =
      K4 ![u 0 + s * sin θ * cos φ, u 1 + s * sin θ * sin φ, u 2 + s * cos θ] := by
  congr 1
  ext i
  fin_cases i <;> simp [unitDir, mul_assoc]

/-- The integral of `K4` over the azimuth on a horizontal circle of radius `p`
centred at `(a, b, w)`. -/
theorem ring_integral (a b w p : ℝ) :
    ∫ φ in (0 : ℝ)..(2 * π), K4 ![a + p * cos φ, b + p * sin φ, w] =
      2 * π * (K4 ![a, b, w] + (3 / 5 * (a ^ 2 + b ^ 2) - 6 / 5 * w ^ 2) * p ^ 2
        + 3 / 20 * p ^ 4) := by
  -- an explicit antiderivative: the mean times φ plus a periodic part
  have key : ∀ φ : ℝ, HasDerivAt (fun φ : ℝ =>
      (K4 ![a, b, w] + (3 / 5 * (a ^ 2 + b ^ 2) - 6 / 5 * w ^ 2) * p ^ 2
        + 3 / 20 * p ^ 4) * φ
      + (p * (8 / 5 * a ^ 3 - 12 / 5 * a * b ^ 2 - 12 / 5 * a * w ^ 2)
        + 8 / 5 * a * p ^ 3) * sin φ
      + (-(p * (8 / 5 * b ^ 3 - 12 / 5 * a ^ 2 * b - 12 / 5 * b * w ^ 2)
        + 8 / 5 * b * p ^ 3)) * cos φ
      + (9 / 5 * p ^ 2 * (a ^ 2 - b ^ 2)) * (sin φ * cos φ)
      + (-(12 / 5) * a * b * p ^ 2) * (sin φ * sin φ)
      + (-(4 / 3) * a * p ^ 3) * (sin φ * sin φ * sin φ)
      + (4 / 3 * b * p ^ 3) * (cos φ * cos φ * cos φ)
      + (1 / 4 * p ^ 4) * (sin φ * cos φ * (cos φ * cos φ - sin φ * sin φ)))
      (K4 ![a + p * cos φ, b + p * sin φ, w]) φ := by
    intro φ
    have hS := Real.hasDerivAt_sin φ
    have hC := Real.hasDerivAt_cos φ
    have hSS := hS.fun_mul hS
    have hCC := hC.fun_mul hC
    have hSC := hS.fun_mul hC
    refine HasDerivAt.congr_deriv
      (((((((((hasDerivAt_id' φ).const_mul _).fun_add (hS.const_mul _)).fun_add
        (hC.const_mul _)).fun_add (hSC.const_mul _)).fun_add (hSS.const_mul _)).fun_add
        ((hSS.fun_mul hS).const_mul _)).fun_add ((hCC.fun_mul hC).const_mul _)).fun_add
        ((hSC.fun_mul (hCC.fun_sub hSS)).const_mul _)) ?_
    simp only [K4_vec]
    linear_combination (-((3 / 5 * (a ^ 2 + b ^ 2) - 6 / 5 * w ^ 2) * p ^ 2
      + 8 / 5 * p ^ 3 * (a * cos φ + b * sin φ)
      + 3 / 20 * p ^ 4 * (cos φ ^ 2 + sin φ ^ 2 + 1))) * Real.sin_sq_add_cos_sq φ
  have hcont : Continuous fun φ : ℝ => K4 ![a + p * cos φ, b + p * sin φ, w] := by
    simp only [K4_vec]
    fun_prop
  rw [intervalIntegral.integral_eq_sub_of_hasDerivAt (fun φ _ => key φ)
    (hcont.intervalIntegrable _ _)]
  simp only [Real.sin_two_pi, Real.cos_two_pi, Real.sin_zero, Real.cos_zero]
  ring

/-- Integrating the circle integrals over the polar angle with weight `sin θ` gives
`4π` times the value of `K4` at the centre of the sphere. -/
theorem polar_integral (a b c s : ℝ) :
    ∫ θ in (0 : ℝ)..π, 2 * π * (K4 ![a, b, c + s * cos θ]
      + (3 / 5 * (a ^ 2 + b ^ 2) - 6 / 5 * (c + s * cos θ) ^ 2) * (s * sin θ) ^ 2
      + 3 / 20 * (s * sin θ) ^ 4) * sin θ = 4 * π * K4 ![a, b, c] := by
  -- the integrand is a polynomial in cos θ times sin θ
  have key : ∀ θ : ℝ, HasDerivAt (fun θ : ℝ =>
      (-2 * π * (K4 ![a, b, c] + 3 / 5 * (a ^ 2 + b ^ 2) * s ^ 2
        - 6 / 5 * c ^ 2 * s ^ 2 + 3 / 20 * s ^ 4)) * cos θ
      + (-π * (8 / 5 * c ^ 3 * s - 12 / 5 * (a ^ 2 + b ^ 2) * c * s
        - 12 / 5 * c * s ^ 3)) * (cos θ * cos θ)
      + (-2 * π * (6 / 5 * c ^ 2 * s ^ 2 - 3 / 5 * (a ^ 2 + b ^ 2) * s ^ 2
        - 1 / 2 * s ^ 4)) * (cos θ * cos θ * cos θ)
      + (-2 * π * (c * s ^ 3)) * (cos θ * cos θ * cos θ * cos θ)
      + (-2 * π * (7 / 20 * s ^ 4)) * (cos θ * cos θ * cos θ * cos θ * cos θ))
      (2 * π * (K4 ![a, b, c + s * cos θ]
        + (3 / 5 * (a ^ 2 + b ^ 2) - 6 / 5 * (c + s * cos θ) ^ 2) * (s * sin θ) ^ 2
        + 3 / 20 * (s * sin θ) ^ 4) * sin θ) θ := by
    intro θ
    have h1 := Real.hasDerivAt_cos θ
    have h2 := h1.fun_mul h1
    have h3 := h2.fun_mul h1
    have h4 := h3.fun_mul h1
    have h5 := h4.fun_mul h1
    refine HasDerivAt.congr_deriv
      (((((h1.const_mul _).fun_add (h2.const_mul _)).fun_add (h3.const_mul _)).fun_add
        (h4.const_mul _)).fun_add (h5.const_mul _)) ?_
    simp only [K4_vec]
    linear_combination (-(2 * π * sin θ *
      ((3 / 5 * (a ^ 2 + b ^ 2) - 6 / 5 * (c + s * cos θ) ^ 2) * s ^ 2
      + 3 / 20 * s ^ 4 * (sin θ ^ 2 + 1 - cos θ ^ 2)))) * Real.sin_sq_add_cos_sq θ
  rw [intervalIntegral.integral_eq_sub_of_hasDerivAt (fun θ _ => key θ)
    (Continuous.intervalIntegrable (by simp only [K4_vec]; fun_prop) _ _)]
  simp only [Real.cos_pi, Real.cos_zero]
  ring

/-- Mean value property: the average of `K4` over the sphere of radius `s` about `u`
is its value at `u`. -/
theorem sphereAvg_K4 (u : Fin 3 → ℝ) (s : ℝ) :
    sphereAvg (fun n => K4 (u + s • n)) = K4 u := by
  have inner (θ : ℝ) := ring_integral (u 0) (u 1) (u 2 + s * cos θ) (s * sin θ)
  have hu : K4 ![u 0, u 1, u 2] = K4 u := rfl
  simp only [sphereAvg, K4_shift, intervalIntegral.integral_mul_const, inner]
  rw [polar_integral, hu]
  have hpi := Real.pi_ne_zero
  field_simp

/-- The average of `K4 (r - r')` over two uniform shells is `K4` of the vector between
their centres, whatever the radii. -/
theorem shellAvg_eq (R R' : Fin 3 → ℝ) (a b : ℝ) : shellAvg R R' a b = K4 (R - R') := by
  have h1 (n n' : Fin 3 → ℝ) :
      (R + a • n) - (R' + b • n') = ((R - R') + a • n) + (-b) • n' := by module
  -- average over the second shell, then over the first
  simp only [shellAvg, h1, sphereAvg_K4]

/-- For two concentric shells the average of `K4 (r - r')` is zero. -/
theorem shellAvg_concentric (R : Fin 3 → ℝ) (a b : ℝ) : shellAvg R R a b = 0 := by
  rw [shellAvg_eq]
  simp [K4]

/-- The quartic moment of a family of charged shells equals that of point charges
placed at their centres. -/
theorem quarticMoment_eq_point {ι : Type*} [Fintype ι] (q : ι → ℝ) (R : ι → Fin 3 → ℝ)
    (a : ι → ℝ) : quarticMoment q R a = ∑ i, ∑ j, q i * q j * K4 (R i - R j) := by
  simp only [quarticMoment, shellAvg_eq]

/-- A charge distribution built from finitely many concentric uniform shells has zero quartic
moment. -/
theorem quarticMoment_spherical {ι : Type*} [Fintype ι] (q : ι → ℝ) (R₀ : Fin 3 → ℝ)
    (a : ι → ℝ) : quarticMoment q (fun _ => R₀) a = 0 := by
  simp only [quarticMoment, shellAvg_concentric, mul_zero, Finset.sum_const_zero]

/-- Shells of charges `q₁` and `q₂` centred at `(0, 0, 0)` and `(d, 0, 0)` have quartic moment
`(4/5) q₁ q₂ d⁴`. -/
theorem quarticMoment_dimer (q₁ q₂ d : ℝ) (a : Fin 2 → ℝ) :
    quarticMoment ![q₁, q₂] ![![0, 0, 0], ![d, 0, 0]] a = 4 / 5 * q₁ * q₂ * d ^ 4 := by
  rw [quarticMoment_eq_point]
  simp only [Fin.sum_univ_two, K4, Pi.sub_apply, Matrix.cons_val_zero,
    Matrix.cons_val_one, Matrix.cons_val]
  ring

end

end MakovPayneQuartic
```

```lean
#print axioms MakovPayneQuartic.quarticMoment_spherical
#print axioms MakovPayneQuartic.quarticMoment_dimer
```

```
'MakovPayneQuartic.quarticMoment_spherical' depends on axioms: [propext, Classical.choice, Quot.sound]
'MakovPayneQuartic.quarticMoment_dimer' depends on axioms: [propext, Classical.choice, Quot.sound]
```

## Exact shell averages, and the physics left to the code

A vector is a function `Fin 3 → ℝ`, so its components are `u 0`, `u 1` and `u 2`, taken along the cubic axes. `unitDir` is n(θ,φ), and `sphereAvg` is the iterated integral with φ inside, θ outside and prefactor 1/(4π). In `shellAvg`, `R` and `R'` are the centres and `a` and `b` the radii. No sign is imposed on a radius; a negative value describes the same sphere as its absolute value.

`quarticMoment` is M₄ for a family indexed by any finite type `ι`. It includes the diagonal terms i = j and both orders of every pair, but neither the factor 1/2 nor the lattice constant C. The charges `q` are arbitrary reals, so neutral and charged families are both covered, as is the empty family, whose moment is zero.

The main statements are these:

- `sphereAvg_K4` is the mean value identity, for all `u` and `s`.
- `shellAvg_eq` gives the average over two shells, and `shellAvg_concentric` its vanishing for a common centre.
- `quarticMoment_eq_point` replaces every shell by a point charge at its centre.
- `quarticMoment_spherical` gives zero moment for any finite family of concentric shells.
- `quarticMoment_dimer` gives (4/5)q₁q₂d⁴ for two shells centred at (0,0,0) and (d,0,0). This is nonzero when q₁, q₂ and d are all nonzero, so the common centre matters.

The proof follows the two angular integrations above, but with explicit antiderivatives in place of tabulated averages. In `ring_integral`, the antiderivative is the circle average times φ plus a periodic part. Lean differentiates it, and `linear_combination` matches the derivative to the integrand using sin²φ + cos²φ = 1. The fundamental theorem of calculus then evaluates the endpoints, where the periodic part cancels and a factor 2π remains. `polar_integral` proceeds in the same way with a polynomial in cos θ, and its final `ring` performs the cancellation of s.

`K4_shift` writes the displaced point in components so that `sphereAvg_K4` can use these two integrals in turn; `field_simp` removes the factor 4π. In `shellAvg_eq`, the `module` tactic rearranges r − r′ into a centre plus two displacements, and simplification applies the mean value identity to each average. The moment theorems then follow by substitution into the finite sums.

The file starts from K4. The lattice expansion that attaches K4 to L⁻⁵, sketched earlier, is an input from electrostatics, as is the value of C. It requires a cubic cell and a charge distribution small enough compared with L for the expansion to apply to every separation r − r′. Other cell shapes generally bring in other angular terms.

The charge is also fixed and classical. In a self-consistent calculation the density can respond to its periodic images, and that response may add its own dependence on L. Dielectric screening is likewise absent from the model. A smooth radial density, such as a Gaussian, calls for a further integral over shell radii, whereas the theorem sums over finitely many shells.

Finally, the integrals are exact. A code that places a sphere on a Cartesian grid, or samples it at a few directions, may produce a nonzero M₄ from discretisation alone. When testing such a code, refine the grid or the angular quadrature and check that M₄ tends to zero. A value that settles elsewhere points to a shell displaced relative to the others, a non-spherical density or an error in the routine. Translating the whole charge does not change M₄, but rotating a non-spherical charge relative to the cubic axes can. The converse inference is weaker: some non-spherical arrangements also have M₄ = 0, so a zero result does not establish that the density is spherical. Nor does it test the constant C or the factor 1/2 in E₅, since both multiply zero; checking them takes a charge with nonzero M₄.
